# The open beams of a one-dimensional surface supercell are proportional in number to its length, to within one beam

Let a surface be periodic along one direction, with primitive reciprocal wave number $G>0$, and uniform across it. A wave of total wave number $k$ strikes it, travelling in the plane that contains this direction and the surface normal. The component of its wave vector along the surface is $K$. Elastic diffraction changes $K$ by integer multiples of $G$, and a diffracted beam can leave the surface only if its parallel wave number does not exceed $k$ in magnitude.

Take $k=G$. At normal incidence, $K=0$, the condition $|nG|\le G$ admits $n=-1,0,1$, which makes three beams. Tilt the incident wave so that $K=G/4$. The condition becomes $-\tfrac54\le n\le\tfrac34$, and only $n=-1,0$ remain. The window for $n$ has length 2 in both cases; it has merely slid along the integers. A window of fixed length catches a number of integers that depends on its position, but only slightly.

Now describe the surface by a supercell of $m\ge1$ primitive cells. The reciprocal spacing shrinks to $G/m$, and the window becomes $m$ times as long. Let $N_m$ be the number of integers $n$ with $|K+nG/m|\le k$. For $k\ge0$ and every real $K$,

$$\left|N_m-\frac{2km}{G}\right|\le 1,\qquad \frac{N_m^3}{m^3}\to\left(\frac{2k}{G}\right)^3\quad(m\to\infty).$$

The cube stands, up to a constant factor, for the leading operation count of a direct dense solver whose matrix has one row per open beam. With such a solver, doubling the length of a large supercell therefore multiplies the cost by about eight when $k>0$.

## Integers between two thresholds

Since $G/m>0$, the condition $-k\le K+nG/m\le k$ can be solved for $n$:

$$a\le n\le b,\qquad a=\frac{(-k-K)m}{G},\quad b=\frac{(k-K)m}{G},\quad b-a=\frac{2km}{G}.$$

An integer is at least $a$ exactly when it is at least $p=\lceil a\rceil$, and at most $b$ exactly when it is at most $q=\lfloor b\rfloor$. The open beams are thus the integers from $p$ to $q$, a finite set.

If $p\le q$, there are $q-p+1$ of them. If $p=q+1$, there are none, and the same formula gives 0. A larger crossing is impossible: $p<a+1$ and $q>b-1$ give $p-q<2-(b-a)\le2$, so $p-q\le1$. Hence in every case

$$N_m=\lfloor b\rfloor-\lceil a\rceil+1.$$

Inserting $b-1<\lfloor b\rfloor\le b$ and $a\le\lceil a\rceil<a+1$ yields

$$b-a-1<N_m\le b-a+1,$$

which is the estimate.

It is the thresholds that must be rounded, not the distance between them. The formula $\lfloor 2km/G\rfloor+1$ looks plausible and is right for $k=G$, $K=0$, $m=1$, but for $K=G/4$ it still predicts three beams where there are two.

## Grazing beams and the largest count

The excess over the window length is

$$N_m-(b-a)=1-(b-\lfloor b\rfloor)-(\lceil a\rceil-a).$$

Both brackets are non-negative, so the excess equals 1 exactly when both vanish, that is, when $a$ and $b$ are integers. By the definition of the thresholds, this means that some beam has parallel wave number $k$ and some beam has $-k$. When $k>0$, such beams travel along the surface, in opposite directions. For $k=0$ the two conditions coincide, and a single beam meets both.

Normal incidence with $k=G$ gives $a=-m$ and $b=m$, hence $2m+1$ beams for every $m\ge1$.

## Limits for large supercells

Dividing the estimate by $m$ gives

$$\left|\frac{N_m}{m}-\frac{2k}{G}\right|\le\frac1m,$$

so $N_m/m\to2k/G$, and cubing gives the cost limit. For an enlargement by an integer factor $s\ge1$, write

$$\frac{N_{sm}^3}{(sN_m)^3}=\frac{N_{sm}^3/(sm)^3}{N_m^3/m^3}.$$

When $k>0$, numerator and denominator on the right tend to the same non-zero limit, so the ratio tends to 1. The cost grows asymptotically by the factor $s^3$.

## Beams as a set of integers in Lean

```lean
import Mathlib

open Filter Topology

namespace SupercellChannels
```

The set of open beams is written down directly from the propagation condition.

```lean
/-- The open beams of an `m`-fold supercell (`m ≥ 1`): the integers `n` for which the parallel
wave number `K + n G / m` does not exceed the total wave number `k` in magnitude. -/
def openBeams (k G K : ℝ) (m : ℕ) : Set ℤ :=
  {n | |K + n * G / m| ≤ k}
```

The arguments `k`, `G` and `K` are real numbers, `m` is a natural number, and the beam index `n` is an integer that Lean converts to a real number inside the inequality. The sign `≤` fixes a convention: a beam exactly at grazing emergence counts as open.

```lean
/-- The number of open beams of an `m`-fold supercell (`m ≥ 1`, `G > 0`). -/
noncomputable def beamCount (k G K : ℝ) (m : ℕ) : ℕ :=
  (openBeams k G K m).ncard
```

`Set.ncard` is the number of elements of a set. It returns 0 for an infinite set, which is why finiteness is stated alongside the main estimate below.

The definitions count beams by kinematics alone, whether or not they carry intensity. Closed channels, which a close-coupling calculation usually retains as well, do not enter the count, and neither does a second direction of periodicity. No condition ties $K$ to $k$, although a real incident wave has $|K|\le k$.

## From the propagation condition to an interval

```lean
variable {k G K : ℝ} {m : ℕ}

/-- For `G > 0` and `m ≥ 1` the open beams are the integers from `(-k - K) m / G` rounded up to
`(k - K) m / G` rounded down; there are none if the first exceeds the second. -/
theorem openBeams_eq_Icc (hG : 0 < G) (hm : 0 < m) :
    openBeams k G K m = Set.Icc ⌈(-k - K) * m / G⌉ ⌊(k - K) * m / G⌋ := by
  have hm' : (0 : ℝ) < m := by exact_mod_cast hm
  ext n
  simp only [openBeams, Set.mem_ofPred_eq, Set.mem_Icc, Int.ceil_le, Int.le_floor, abs_le,
    div_le_iff₀ hG, le_div_iff₀ hG]
  rw [← le_div_iff₀ hm', ← div_le_iff₀ hm']
  constructor <;> rintro ⟨h1, h2⟩ <;> constructor <;> linarith
```

The theorem says that the open beams are the integer interval from $\lceil a\rceil$ to $\lfloor b\rfloor$. It needs only $G>0$ and $m\ge1$; for negative $k$ both sides are empty.

The passage from real thresholds to integer ones rests on two equivalences in Mathlib. `Int.le_floor` says that an integer $n$ satisfies $n\le\lfloor b\rfloor$ if and only if $n\le b$ as real numbers, and `Int.ceil_le` says that $\lceil a\rceil\le n$ if and only if $a\le n$. Mathlib takes this property as the definition of floor and ceiling, under the name of a Galois connection. Because these are equivalences and not estimates, `simp` can use them to remove the rounding from the goal altogether. What remains is a comparison of real inequalities: the denominators $G$ and $m$ are moved across using their positivity, and `linarith` shifts $K$ from one side to the other.

## The exact count

```lean
/-- For `k ≥ 0`, `G > 0` and `m ≥ 1` the number of open beams is given exactly by rounding
the two emission thresholds inwards. -/
theorem beamCount_eq (hk : 0 ≤ k) (hG : 0 < G) (hm : 0 < m) :
    (beamCount k G K m : ℤ) = ⌊(k - K) * m / G⌋ - ⌈(-k - K) * m / G⌉ + 1 := by
  -- the rounded thresholds can cross by at most one
  have hcross : ⌈(-k - K) * m / G⌉ < ⌊(k - K) * m / G⌋ + 2 := by
    have h1 := Int.ceil_lt_add_one ((-k - K) * m / G)
    have h2 := Int.lt_floor_add_one ((k - K) * m / G)
    have h3 : (k - K) * m / G - (-k - K) * m / G = 2 * k * m / G := by ring
    have h4 : 0 ≤ 2 * k * m / G := by positivity
    have h5 : (⌈(-k - K) * m / G⌉ : ℝ) < (⌊(k - K) * m / G⌋ : ℝ) + 2 := by linarith
    exact_mod_cast h5
  rw [beamCount, openBeams_eq_Icc hG hm, ← Finset.coe_Icc, Set.ncard_coe_finset,
    Int.card_Icc, Int.toNat_of_nonneg (by linarith [Int.add_one_le_iff.mpr hcross])]
  ring
```

This is $N_m=\lfloor b\rfloor-\lceil a\rceil+1$, stated as an equation between integers. Natural numbers would not do: they cannot represent negative thresholds, and for $\lceil a\rceil=\lfloor b\rfloor+1$ the subtraction would be cut off at zero, so that the formula would give one beam instead of none.

The step `hcross` is the argument that the rounded thresholds cross by at most one. It is needed because `Int.card_Icc` gives the size of an integer interval as `Int.toNat` of $\lfloor b\rfloor+1-\lceil a\rceil$, and `Int.toNat` sends negative integers to 0. Once that integer is known to be non-negative, `Int.toNat_of_nonneg` removes the truncation. The hypothesis `hk` enters here, through $b-a\ge0$.

## The estimate, uniform in the angle of incidence

```lean
/-- For `k ≥ 0`, `G > 0` and `m ≥ 1` an `m`-fold supercell has finitely many open beams, and
their number differs from `2 k m / G` by at most one, whatever the incident `K`. -/
theorem beamCount_bound (hk : 0 ≤ k) (hG : 0 < G) (hm : 0 < m) :
    (openBeams k G K m).Finite ∧ |(beamCount k G K m : ℝ) - 2 * k * m / G| ≤ 1 := by
  refine ⟨by rw [openBeams_eq_Icc hG hm]; exact Set.finite_Icc _ _, ?_⟩
  have hN : (beamCount k G K m : ℝ) =
      (⌊(k - K) * m / G⌋ : ℝ) - (⌈(-k - K) * m / G⌉ : ℝ) + 1 := by
    exact_mod_cast beamCount_eq (K := K) hk hG hm
  have hw : (k - K) * m / G - (-k - K) * m / G = 2 * k * m / G := by ring
  -- each rounding moves a threshold inwards by less than one
  have h1 := Int.floor_le ((k - K) * m / G)
  have h2 := Int.lt_floor_add_one ((k - K) * m / G)
  have h3 := Int.le_ceil ((-k - K) * m / G)
  have h4 := Int.ceil_lt_add_one ((-k - K) * m / G)
  rw [abs_le]
  constructor <;> linarith
```

The conclusion has two parts: the set is finite, and its size differs from $2km/G$ by at most one. Finiteness is inherited from the integer interval. For the estimate, `hN` carries the exact count over to the real numbers, `hw` records the window length, and `h1` to `h4` are the four bounds on floor and ceiling. `linarith` adds them up as in the derivation. The bound contains no $K$, so it holds for all angles of incidence in the plane considered here at once.

## The extremal case

```lean
/-- For `k ≥ 0`, `G > 0` and `m ≥ 1` the count exceeds `2 k m / G` by exactly one if and only if
some beam has parallel wave number `k` and some beam, possibly the same, has `-k`. -/
theorem beamCount_eq_max_iff (hk : 0 ≤ k) (hG : 0 < G) (hm : 0 < m) :
    (beamCount k G K m : ℝ) = 2 * k * m / G + 1 ↔
      (∃ n : ℤ, K + n * G / m = k) ∧ ∃ n : ℤ, K + n * G / m = -k := by
  have hm' : (0 : ℝ) < m := by exact_mod_cast hm
  have hN : (beamCount k G K m : ℝ) =
      (⌊(k - K) * m / G⌋ : ℝ) - (⌈(-k - K) * m / G⌉ : ℝ) + 1 := by
    exact_mod_cast beamCount_eq (K := K) hk hG hm
  have hw : (k - K) * m / G - (-k - K) * m / G = 2 * k * m / G := by ring
  -- the parallel wave number equals `c` exactly when the index equals `(c - K) m / G`
  have edge : ∀ x c : ℝ, K + x * G / m = c ↔ x = (c - K) * m / G := by
    intro x c
    rw [eq_div_iff hG.ne', ← eq_sub_iff_add_eq', div_eq_iff hm'.ne']
  simp only [edge]
  constructor
  · intro h
    have h1 := Int.floor_le ((k - K) * m / G)
    have h3 := Int.le_ceil ((-k - K) * m / G)
    exact ⟨⟨⌊(k - K) * m / G⌋, by linarith⟩, ⟨⌈(-k - K) * m / G⌉, by linarith⟩⟩
  · rintro ⟨⟨p, hp⟩, ⟨q, hq⟩⟩
    rw [hN, ← hw, ← hp, ← hq, Int.floor_intCast, Int.ceil_intCast]
```

The right-hand side asks for two integers, one for each grazing beam, and does not require them to be different, in keeping with the case $k=0$.

The auxiliary statement `edge` translates "the parallel wave number equals $c$" into "the index equals $(c-K)m/G$". With $c=k$ and $c=-k$ these are the thresholds $b$ and $a$. In the forward direction, the assumed excess of one together with $\lfloor b\rfloor\le b$ and $a\le\lceil a\rceil$ forces equality in both, so the rounded thresholds themselves serve as the beam indices. In the other direction the thresholds are integers, rounding leaves them unchanged, and the count follows by substitution.

```lean
/-- At normal incidence with `k = G > 0`, an `m`-fold supercell with `m ≥ 1` has exactly
`2 m + 1` open beams. -/
theorem beamCount_normal_incidence (hG : 0 < G) (hm : 0 < m) :
    beamCount G G 0 m = 2 * m + 1 := by
  have hm' : (m : ℝ) ≠ 0 := by exact_mod_cast hm.ne'
  have h := (beamCount_eq_max_iff (K := 0) hG.le hG hm).2
    ⟨⟨(m : ℤ), by rw [zero_add, Int.cast_natCast, mul_div_cancel_left₀ _ hm']⟩,
     ⟨-(m : ℤ), by
        rw [zero_add, Int.cast_neg, Int.cast_natCast, neg_mul, neg_div,
          mul_div_cancel_left₀ _ hm']⟩⟩
  have e : 2 * G * m / G = 2 * (m : ℝ) := by field_simp
  rw [e] at h
  exact_mod_cast h
```

Here the grazing beams are named explicitly, $n=m$ and $n=-m$. The preceding theorem then gives $N_m=2m+1$ as an equation between real numbers, and the last line returns it to the natural numbers. The upper bound in the estimate is therefore attained for every $m\ge1$.

## Density and cost

```lean
/-- For `k ≥ 0` and `G > 0` the number of open beams per primitive cell of the supercell
tends to `2 k / G` as the supercell grows. -/
theorem beam_density_tendsto (hk : 0 ≤ k) (hG : 0 < G) (K : ℝ) :
    Tendsto (fun m : ℕ => (beamCount k G K m : ℝ) / m) atTop (𝓝 (2 * k / G)) := by
  rw [← tendsto_sub_nhds_zero_iff]
  refine squeeze_zero_norm' ?_ (tendsto_const_div_atTop_nhds_zero_nat (1 : ℝ))
  filter_upwards [eventually_gt_atTop 0] with m hm
  have hm' : (0 : ℝ) < m := by exact_mod_cast hm
  -- the error of at most one beam is shared among `m` cells
  have e : (beamCount k G K m : ℝ) / m - 2 * k / G =
      ((beamCount k G K m : ℝ) - 2 * k * m / G) / m := by
    field_simp
  rw [Real.norm_eq_abs, e, abs_div, abs_of_pos hm', div_le_div_iff_of_pos_right hm']
  exact (beamCount_bound hk hG hm).2
```

`Tendsto … atTop (𝓝 …)` is convergence as $m\to\infty$. The proof subtracts the limit and squeezes the absolute value of the difference between 0 and $1/m$. The equation `e` rewrites the error in the density as the error in the count divided by $m$, after which `beamCount_bound` applies. The restriction to $m>0$ is supplied by `filter_upwards`, since a limit does not depend on any finite number of terms.

```lean
/-- For `k ≥ 0` and `G > 0` the dense-solver cost, the cube of the number of open beams,
divided by `m ^ 3` tends to `(2 k / G) ^ 3`. -/
theorem dense_cost_tendsto (hk : 0 ≤ k) (hG : 0 < G) (K : ℝ) :
    Tendsto (fun m : ℕ => (beamCount k G K m : ℝ) ^ 3 / (m : ℝ) ^ 3) atTop
      (𝓝 ((2 * k / G) ^ 3)) := by
  have h := (beam_density_tendsto hk hG K).pow 3
  simpa only [div_pow] using h
```

The cost is the cube of the count, without a machine-dependent prefactor. The cubic law is thus put in as a model of the solver; what is proved is how that cube scales with $m$. The proof raises the previous limit to the third power and distributes the power over the quotient.

```lean
/-- For `k > 0`, `G > 0` and `s ≥ 1`, enlarging a supercell `s`-fold multiplies the cubic cost
by a factor whose ratio to `s ^ 3` tends to one as the original supercell grows. -/
theorem enlargement_cost_tendsto (hk : 0 < k) (hG : 0 < G) (K : ℝ) {s : ℕ} (hs : 0 < s) :
    Tendsto (fun m : ℕ => (beamCount k G K (s * m) : ℝ) ^ 3 / (s * beamCount k G K m : ℝ) ^ 3)
      atTop (𝓝 1) := by
  have hgrow : Tendsto (fun m : ℕ => s * m) atTop atTop :=
    tendsto_atTop_mono (fun m => Nat.le_mul_of_pos_left m hs) tendsto_id
  have hL : (2 * k / G) ^ 3 ≠ 0 := by positivity
  have h := ((dense_cost_tendsto hk.le hG K).comp hgrow).div (dense_cost_tendsto hk.le hG K) hL
  rw [div_self hL] at h
  refine h.congr' ?_
  filter_upwards [eventually_gt_atTop 0] with m hm
  have hm' : (m : ℝ) ≠ 0 := by exact_mod_cast hm.ne'
  have hs' : (s : ℝ) ≠ 0 := by exact_mod_cast hs.ne'
  simp only [Pi.div_apply, Function.comp_apply, Nat.cast_mul]
  -- the cell numbers cancel between the two normalised costs
  by_cases hB : (beamCount k G K m : ℝ) = 0
  · simp [hB]
  · field_simp

end SupercellChannels
```

The function compares the cost of the supercell of $sm$ cells with $s^3$ times the cost of the original one. Its limit is obtained by dividing two instances of `dense_cost_tendsto`, the first taken along the sequence $sm$, which `hgrow` shows to tend to infinity. The final lines cancel the powers of $m$. They treat a vanishing beam count separately, which spares the proof from showing that the count is positive for large $m$.

The hypothesis has been strengthened from $k\ge0$ to $k>0$, so that the common limit $(2k/G)^3$ is non-zero. The value $k=0$ has to be excluded: with $K=0$ as well, every supercell has exactly one open beam, and the ratio is $s^{-3}$ for all $m\ge1$, which does not tend to 1 when $s\ge2$.

```lean
#print axioms SupercellChannels.beamCount_bound
#print axioms SupercellChannels.beamCount_normal_incidence
#print axioms SupercellChannels.enlargement_cost_tendsto
```

```
'SupercellChannels.beamCount_bound' depends on axioms: [propext, Classical.choice, Quot.sound]
'SupercellChannels.beamCount_normal_incidence' depends on axioms: [propext, Classical.choice, Quot.sound]
'SupercellChannels.enlargement_cost_tendsto' depends on axioms: [propext, Classical.choice, Quot.sound]
```
